# For positive density and interaction, the closed-shell PGG kernel on a finite grid lies between −w/2 and 0, and equals −w/2 at all pairs exactly when the density matrix per spin has rank one

A linear-response calculation with the Petersilka–Gossmann–Gross (PGG) exchange kernel can tabulate \(f(r,s)\) from the occupied orbitals before it assembles the coupling matrix. For doubly occupied orbitals on a finite grid, with positive density and interaction, that table can be checked entry by entry: each value must satisfy \(-w(r,s)/2\le f(r,s)\le 0\), and a single orbital must give \(-w(r,s)/2\) throughout. If the spin factor 2 is left out of the density, for instance, the one-orbital value becomes \(-2w(r,s)\), which violates the lower bound.

## Closed-shell orbitals on a grid

Let `X` be the set of grid points, with elements \(r,s,p\), and let the finite type `κ` label the spatial orbitals \(\varphi_k\). The orbitals are complex functions on `X`. The grid itself need not be finite until matrix rank appears.

```lean
import Mathlib

open scoped ComplexConjugate

namespace PGGKernelBounds

noncomputable section

variable {X κ : Type*} [Fintype κ]
```

The density matrix per spin is

\[
\gamma(r,s)=\sum_k \varphi_k(r)\,\overline{\varphi_k(s)} .
\]

No orthonormality is assumed here, so \(\gamma\) need not be a projector.

```lean
/-- The density matrix per spin, `γ(r,s) = ∑ₖ φₖ(r) conj φₖ(s)`, on the grid `X`. -/
def gamma (φ : κ → X → ℂ) : Matrix X X ℂ :=
  Matrix.of fun r s => ∑ k, φ k r * conj (φ k s)
```

When the orbitals are orthonormal and each holds two electrons, the electron density is \(n(r)=2\gamma(r,r)\); the same formula serves as the definition for any list of orbitals. Lean takes the real part so that `density` is a real number; the diagonal is shown below to be real anyway.

```lean
/-- The electron density of doubly occupied orbitals, `n(r) = 2 γ(r,r)`. -/
def density (φ : κ → X → ℂ) (r : X) : ℝ := 2 * (gamma φ r r).re
```

With a real pair interaction \(w(r,s)\), the kernel is

\[
f(r,s)=-\frac{2\,|\gamma(r,s)|^2\,w(r,s)}{n(r)\,n(s)} .
\]

This formula is taken as the definition of `pgg`; it is not derived from an exchange functional. For two electrons in one orbital, the exact exchange potential is minus half the Hartree potential, and its derivative with respect to the density is \(-w/2\). That is the physical meaning of the lower bound.

```lean
/-- The PGG exchange kernel `f(r,s) = -2 |γ(r,s)|² w(r,s) / (n(r) n(s))`. -/
def pgg (φ : κ → X → ℂ) (w : X → X → ℝ) (r s : X) : ℝ :=
  -2 * ‖gamma φ r s‖ ^ 2 * w r s / (density φ r * density φ s)
```

## A real diagonal and proportional rows

Conjugating each term of the sum exchanges the two points, so \(\overline{\gamma(r,s)}=\gamma(s,r)\).

```lean
/-- The density matrix is Hermitian. -/
theorem gamma_conj (φ : κ → X → ℂ) (r s : X) : conj (gamma φ r s) = gamma φ s r := by
  simp [gamma, map_sum, mul_comm]
```

At \(s=r\) this says that \(\gamma(r,r)\) equals its own conjugate. It is therefore real, and \(\gamma(r,r)=n(r)/2\).

```lean
private lemma gamma_diag (φ : κ → X → ℂ) (r : X) :
    gamma φ r r = ((density φ r / 2 : ℝ) : ℂ) := by
  have h : density φ r / 2 = (gamma φ r r).re := by unfold density; ring
  rw [h]
  exact (Complex.conj_eq_iff_re.mp (gamma_conj φ r r)).symm
```

Squared moduli will be expanded through \(|z|^2=z\bar z\), read as an equation between complex numbers.

```lean
private lemma cast_norm_sq (z : ℂ) : ((‖z‖ ^ 2 : ℝ) : ℂ) = z * conj z := by
  rw [Complex.mul_conj, Complex.normSq_eq_norm_sq]
```

If all orbital values at \(r\) are the same multiple of those at \(p\), that is \(\varphi_k(r)=c\,\varphi_k(p)\) for every \(k\), then the factor comes out of the sum:

\[
\gamma(r,s)=\sum_k c\,\varphi_k(p)\,\overline{\varphi_k(s)}=c\,\gamma(p,s).
\]

```lean
private lemma gamma_of_prop {φ : κ → X → ℂ} {r p : X} {c : ℂ}
    (hc : ∀ k, φ k r = c * φ k p) (s : X) : gamma φ r s = c * gamma φ p s := by
  simp only [gamma, Matrix.of_apply, Finset.mul_sum]
  refine Finset.sum_congr rfl fun k _ => ?_
  rw [hc k]
  ring
```

## The orbital mismatch between two points

The bound is the Cauchy–Schwarz inequality for the lists of orbital values at \(r\) and \(s\). An identity for the remainder gives the equality case as well. By Hermiticity,

\[
\overline{\gamma(s,s)\varphi_k(r)-\gamma(r,s)\varphi_k(s)}
=\gamma(s,s)\overline{\varphi_k(r)}-\gamma(s,r)\overline{\varphi_k(s)} .
\]

Multiplying by the unconjugated expression and summing over \(k\) gives

\[
\begin{aligned}
\sum_k|\gamma(s,s)\varphi_k(r)-\gamma(r,s)\varphi_k(s)|^2
={}&\gamma(s,s)^2\gamma(r,r)-\gamma(s,s)\gamma(s,r)\gamma(r,s)\\
&-\gamma(r,s)\gamma(s,s)\gamma(s,r)+\gamma(r,s)\gamma(s,r)\gamma(s,s)\\
={}&\gamma(s,s)\left[\gamma(r,r)\gamma(s,s)-|\gamma(r,s)|^2\right].
\end{aligned}
\]

The `calc` block called `key` carries out this expansion over the complex numbers. The last lines transfer it to the reals, with \(n/2\) in place of the diagonal elements.

```lean
/-- The sum over `k` of `|γ(s,s) φₖ(r) - γ(r,s) φₖ(s)|²` equals `γ(s,s) (γ(r,r) γ(s,s) -
|γ(r,s)|²)`, written here with `γ(r,r) = n(r)/2`. -/
theorem orbital_mismatch (φ : κ → X → ℂ) (r s : X) :
    ∑ k, ‖gamma φ s s * φ k r - gamma φ r s * φ k s‖ ^ 2 =
      density φ s / 2 * (density φ r / 2 * (density φ s / 2) - ‖gamma φ r s‖ ^ 2) := by
  -- expand the squares over the complex numbers
  have key : ∑ k, (gamma φ s s * φ k r - gamma φ r s * φ k s) *
      conj (gamma φ s s * φ k r - gamma φ r s * φ k s) =
      gamma φ s s * (gamma φ r r * gamma φ s s - gamma φ r s * gamma φ s r) := by
    calc _ = gamma φ s s * gamma φ s s * (∑ k, φ k r * conj (φ k r))
          - gamma φ s s * gamma φ s r * (∑ k, φ k r * conj (φ k s))
          - gamma φ r s * gamma φ s s * (∑ k, φ k s * conj (φ k r))
          + gamma φ r s * gamma φ s r * (∑ k, φ k s * conj (φ k s)) := by
          simp only [Finset.mul_sum, ← Finset.sum_sub_distrib, ← Finset.sum_add_distrib]
          refine Finset.sum_congr rfl fun k _ => ?_
          rw [map_sub, map_mul, map_mul, gamma_conj φ s s, gamma_conj φ r s]
          ring
      _ = gamma φ s s * gamma φ s s * gamma φ r r
          - gamma φ s s * gamma φ s r * gamma φ r s
          - gamma φ r s * gamma φ s s * gamma φ s r
          + gamma φ r s * gamma φ s r * gamma φ s s := rfl
      _ = _ := by ring
  apply Complex.ofReal_injective
  rw [Complex.ofReal_sum]
  simp_rw [cast_norm_sq]
  rw [key, Complex.ofReal_mul, Complex.ofReal_sub, Complex.ofReal_mul, ← gamma_diag φ s,
    ← gamma_diag φ r, cast_norm_sq, gamma_conj]
```

The left side is a sum of squares, hence non-negative. If \(n(s)>0\), dividing by \(\gamma(s,s)=n(s)/2\) leaves

\[
|\gamma(r,s)|^2\le \frac{n(r)}{2}\,\frac{n(s)}{2} .
\]

```lean
/-- Where the density is positive, `|γ(r,s)|² ≤ n(r) n(s) / 4`. -/
theorem norm_gamma_sq_le (φ : κ → X → ℂ) (r s : X) (hs : 0 < density φ s) :
    ‖gamma φ r s‖ ^ 2 ≤ density φ r / 2 * (density φ s / 2) := by
  have h0 : 0 ≤ ∑ k, ‖gamma φ s s * φ k r - gamma φ r s * φ k s‖ ^ 2 :=
    Finset.sum_nonneg fun _ _ => sq_nonneg _
  rw [orbital_mismatch] at h0
  exact sub_nonneg.mp ((mul_nonneg_iff_of_pos_left (half_pos hs)).mp h0)
```

## Equality at one pair of points

Suppose \(n(r)\), \(n(s)\) and \(w(r,s)\) are positive. Multiplying \(f(r,s)=-w(r,s)/2\) by \(n(r)n(s)\) and collecting terms gives

\[
w(r,s)\left[|\gamma(r,s)|^2-\frac{n(r)n(s)}{4}\right]=0 .
\]

Since \(w(r,s)\ne0\), the kernel takes the value \(-w/2\) exactly when the density-matrix bound is an equality.

```lean
private lemma pgg_eq_iff {φ : κ → X → ℂ} {w : X → X → ℝ} {r s : X}
    (hr : 0 < density φ r) (hs : 0 < density φ s) (hw : 0 < w r s) :
    pgg φ w r s = -w r s / 2 ↔
      ‖gamma φ r s‖ ^ 2 = density φ r / 2 * (density φ s / 2) := by
  unfold pgg
  rw [div_eq_iff (mul_pos hr hs).ne']
  constructor
  · intro h
    have h1 : w r s * (‖gamma φ r s‖ ^ 2 - density φ r / 2 * (density φ s / 2)) = 0 := by
      linear_combination (-1 / 2) * h
    exact sub_eq_zero.mp ((mul_eq_zero.mp h1).resolve_left hw.ne')
  · intro h
    linear_combination (-2 * w r s) * h
```

In that case the mismatch sum is zero, so each of its terms is zero, and

\[
\varphi_k(r)=\frac{\gamma(r,s)}{\gamma(s,s)}\,\varphi_k(s)\qquad\text{for all }k .
\]

Conversely, let \(\varphi_k(r)=c\,\varphi_k(s)\) for all \(k\). Then \(\gamma(r,s)=c\,\gamma(s,s)\), every term of the mismatch vanishes, and dividing the identity by \(n(s)/2\) returns the equality. The theorem's `∃ c` stands outside `∀ k`: one factor has to serve all orbitals.

```lean
/-- At a pair of points with positive densities and positive interaction, the kernel equals `-w/2`
exactly when the values of all orbitals at `r` are one common multiple of their values at `s`. -/
theorem pgg_eq_iff_proportional {φ : κ → X → ℂ} {w : X → X → ℝ} {r s : X}
    (hr : 0 < density φ r) (hs : 0 < density φ s) (hw : 0 < w r s) :
    pgg φ w r s = -w r s / 2 ↔ ∃ c : ℂ, ∀ k, φ k r = c * φ k s := by
  have hG : gamma φ s s ≠ 0 := by
    rw [gamma_diag]
    exact Complex.ofReal_ne_zero.mpr (half_pos hs).ne'
  have hd := orbital_mismatch φ r s
  rw [pgg_eq_iff hr hs hw]
  constructor
  · intro h
    -- equality makes every term of the mismatch vanish
    rw [h, sub_self, mul_zero, Finset.sum_eq_zero_iff_of_nonneg fun _ _ => sq_nonneg _] at hd
    refine ⟨gamma φ r s / gamma φ s s, fun k => ?_⟩
    have hk := norm_eq_zero.mp (pow_eq_zero_iff (two_ne_zero)|>.mp (hd k (Finset.mem_univ k)))
    rw [div_mul_eq_mul_div, eq_div_iff hG]
    linear_combination hk
  · rintro ⟨c, hc⟩
    have h0 : ∑ k, ‖gamma φ s s * φ k r - gamma φ r s * φ k s‖ ^ 2 = 0 := by
      refine Finset.sum_eq_zero fun k _ => ?_
      have hz : gamma φ s s * φ k r - gamma φ r s * φ k s = 0 := by
        rw [gamma_of_prop hc s, hc k]
        ring
      rw [hz, norm_zero]
      norm_num
    rw [h0] at hd
    have h1 := (mul_eq_zero.mp hd.symm).resolve_left (half_pos hs).ne'
    linarith
```

## Rank one through a reference point

Now let the grid be finite and let \(A\) be a matrix on it with \(A(p,p)\ne0\). The criterion is

\[
\operatorname{rank}A=1\iff A(r,s)A(p,p)=A(r,p)A(p,s)\quad\text{for all }r,s .
\]

If the rank is one, all columns are multiples of one vector \(v\). Writing \(A(r,s)=a\,v(r)\) and \(A(r,p)=b\,v(r)\) for all \(r\), both sides equal \(ab\,v(r)v(p)\). In Lean the columns are obtained by applying \(A\) to the unit vectors `Pi.single s 1`.

For the converse, the factorisation gives, for any vector \(x\),

\[
(Ax)(r)=\sum_s A(r,s)x(s)=\frac{\sum_s A(p,s)x(s)}{A(p,p)}\,A(r,p) .
\]

Every vector in the range is thus a multiple of column \(p\), which is non-zero because \(A(p,p)\ne0\).

```lean
/-- A matrix on the grid with `A(p,p) ≠ 0` has rank one exactly when it factorises through the
reference point `p`: `A(r,s) A(p,p) = A(r,p) A(p,s)`. -/
theorem rank_one_iff [Fintype X] (A : Matrix X X ℂ) (p : X) (hp : A p p ≠ 0) :
    A.rank = 1 ↔ ∀ r s, A r s * A p p = A r p * A p s := by
  classical
  constructor
  · intro h r s
    have h' : Module.finrank ℂ (LinearMap.range A.mulVecLin) = 1 := h
    obtain ⟨v, -, hv⟩ := finrank_eq_one_iff'.mp h'
    -- every column is a multiple of one vector
    have hcol : ∀ s, ∃ c : ℂ, ∀ r, A r s = c * (v : X → ℂ) r := by
      intro s
      obtain ⟨c, hc⟩ := hv ⟨A.mulVecLin (Pi.single s 1), LinearMap.mem_range_self _ _⟩
      refine ⟨c, fun r => ?_⟩
      have h2 := congrFun (congrArg Subtype.val hc) r
      simpa using h2.symm
    obtain ⟨a, ha⟩ := hcol s
    obtain ⟨b, hb⟩ := hcol p
    rw [ha r, hb p, hb r, ha p]
    ring
  · intro h
    change Module.finrank ℂ (LinearMap.range A.mulVecLin) = 1
    have e : ∀ r, A.mulVecLin (Pi.single p 1) r = A r p := fun r => by simp
    refine finrank_eq_one (⟨A.mulVecLin (Pi.single p 1), LinearMap.mem_range_self _ _⟩ :
      LinearMap.range A.mulVecLin) ?_ ?_
    · intro h0
      apply hp
      rw [← e p]
      exact congrFun (congrArg Subtype.val h0) p
    · rintro ⟨_, x, rfl⟩
      refine ⟨(∑ s, A p s * x s) / A p p, Subtype.ext (funext fun r => ?_)⟩
      change (∑ s, A p s * x s) / A p p * A.mulVecLin (Pi.single p 1) r = ∑ s, A r s * x s
      rw [e, div_mul_eq_mul_div, div_eq_iff hp, Finset.sum_mul, Finset.sum_mul]
      refine Finset.sum_congr rfl fun s _ => ?_
      linear_combination (-x s) * h r s
```

## The bounds and the rank condition together

The main theorem takes a finite, non-empty grid, with `hn` and `hw` requiring positive density at every point and positive interaction at every pair. The first excludes points where all orbitals vanish. The second includes the diagonal, so a Coulomb interaction needs a finite, positive value at \(r=s\). Symmetry of \(w\) is not needed.

The upper bound holds because the numerator of \(f\) is non-positive and its denominator positive. The lower bound follows from \(|\gamma(r,s)|^2\le n(r)n(s)/4\):

\[
f(r,s)\ge-\frac{2w(r,s)}{n(r)n(s)}\,\frac{n(r)n(s)}{4}=-\frac{w(r,s)}2 .
\]

Suppose \(f=-w/2\) at all pairs, and fix a point \(p\). Each \(r\) then has a factor \(c\) with \(\varphi_k(r)=c\,\varphi_k(p)\) for all \(k\), so \(\gamma(r,s)=c\,\gamma(p,s)\) and \(\gamma(r,p)=c\,\gamma(p,p)\). Hence

\[
\gamma(r,s)\gamma(p,p)=c\,\gamma(p,s)\gamma(p,p)=\gamma(r,p)\gamma(p,s),
\]

which is the rank-one criterion. If instead the rank is one, the criterion with reference point \(s\) and both free indices equal to \(r\) reads

\[
\gamma(r,r)\gamma(s,s)=\gamma(r,s)\gamma(s,r)=|\gamma(r,s)|^2 .
\]

This is equality in the bound, so \(f(r,s)=-w(r,s)/2\).

```lean
/-- For positive density and interaction the PGG kernel lies between `-w/2` and `0`, and it
equals `-w/2` at all pairs of points if and only if the density matrix has rank one. -/
theorem pgg_bounds_and_rank_one [Fintype X] [Nonempty X] (φ : κ → X → ℂ) (w : X → X → ℝ)
    (hn : ∀ r, 0 < density φ r) (hw : ∀ r s, 0 < w r s) :
    (∀ r s, -w r s / 2 ≤ pgg φ w r s ∧ pgg φ w r s ≤ 0) ∧
      ((∀ r s, pgg φ w r s = -w r s / 2) ↔ (gamma φ).rank = 1) := by
  have hG : ∀ p, gamma φ p p ≠ 0 := fun p => by
    rw [gamma_diag]
    exact Complex.ofReal_ne_zero.mpr (half_pos (hn p)).ne'
  refine ⟨fun r s => ⟨?_, ?_⟩, ?_, ?_⟩
  · unfold pgg
    rw [le_div_iff₀ (mul_pos (hn r) (hn s))]
    have h := mul_le_mul_of_nonneg_left (norm_gamma_sq_le φ r s (hn s)) (hw r s).le
    nlinarith [h]
  · refine div_nonpos_of_nonpos_of_nonneg ?_ (mul_pos (hn r) (hn s)).le
    nlinarith [mul_nonneg (sq_nonneg ‖gamma φ r s‖) (hw r s).le]
  · intro h
    obtain ⟨p⟩ := ‹Nonempty X›
    rw [rank_one_iff _ p (hG p)]
    intro r s
    obtain ⟨c, hc⟩ := (pgg_eq_iff_proportional (hn r) (hn p) (hw r p)).mp (h r p)
    rw [gamma_of_prop hc s, gamma_of_prop hc p]
    ring
  · intro h r s
    -- rank one gives `γ(r,r) γ(s,s) = γ(r,s) γ(s,r)`
    have h2 := (rank_one_iff _ s (hG s)).mp h r r
    rw [pgg_eq_iff (hn r) (hn s) (hw r s)]
    apply Complex.ofReal_injective
    rw [cast_norm_sq, gamma_conj, Complex.ofReal_mul, ← gamma_diag, ← gamma_diag]
    exact h2.symm
```

Rank one does not by itself mean one orbital: two proportional functions in the list also produce it. On a one-point grid the rank is always one under these hypotheses.

## Orthonormal orbitals and the two-electron case

Orthonormality turns the rank condition into a count. The hypothesis `horth` uses the plain grid sum,

\[
\sum_r\overline{\varphi_j(r)}\,\varphi_k(r)=\delta_{jk},
\]

so positive quadrature weights must be absorbed into the orbitals as square roots. This rescaling leaves \(f\) unchanged, because the weights cancel between \(|\gamma(r,s)|^2\) and \(n(r)n(s)\).

If \(f=-w/2\) at all pairs, then \(\varphi_k(r)=c(r)\varphi_k(p)\) for all \(k\), and the overlaps become

\[
\delta_{jk}=\overline{\varphi_j(p)}\,\varphi_k(p)\,S,\qquad S=\sum_r|c(r)|^2 .
\]

For two different orbitals \(j\ne k\), the product of their squared norms would be

\[
1=\left[\overline{\varphi_j(p)}\varphi_j(p)S\right]\left[\overline{\varphi_k(p)}\varphi_k(p)S\right]
=\left[\overline{\varphi_j(p)}\varphi_k(p)S\right]\left[\overline{\varphi_k(p)}\varphi_j(p)S\right]=0 ,
\]

a contradiction. There is at least one orbital because the density is positive, so there is exactly one.

Conversely, a single orbital \(\varphi_{k_0}\) with positive density is non-zero at every grid point. The common factor between \(r\) and \(s\) is \(\varphi_{k_0}(r)/\varphi_{k_0}(s)\), and the single-pair criterion gives \(f=-w/2\).

```lean
/-- For orthonormal orbitals with positive density at every point, and positive interaction at every
pair, the PGG kernel equals `-w/2` at all pairs of points if and only if there is exactly one
spatial orbital. -/
theorem pgg_eq_iff_one_orbital [Fintype X] [Nonempty X] [DecidableEq κ]
    (φ : κ → X → ℂ) (w : X → X → ℝ)
    (hn : ∀ r, 0 < density φ r) (hw : ∀ r s, 0 < w r s)
    (horth : ∀ j k, ∑ r, conj (φ j r) * φ k r = if j = k then 1 else 0) :
    (∀ r s, pgg φ w r s = -w r s / 2) ↔ Fintype.card κ = 1 := by
  rw [Fintype.card_eq_one_iff]
  constructor
  · intro h
    obtain ⟨p⟩ := ‹Nonempty X›
    choose c hc using fun r => (pgg_eq_iff_proportional (hn r) (hn p) (hw r p)).mp (h r p)
    -- all overlaps are products of orbital values at `p` with one common factor
    obtain ⟨S, key⟩ : ∃ S : ℂ, ∀ j k,
        (if j = k then (1 : ℂ) else 0) = conj (φ j p) * φ k p * S := by
      refine ⟨∑ r, conj (c r) * c r, fun j k => ?_⟩
      rw [← horth j k, Finset.mul_sum]
      refine Finset.sum_congr rfl fun r _ => ?_
      rw [hc r j, hc r k, map_mul]
      ring
    have hne : Nonempty κ := by
      by_contra hE
      rw [not_nonempty_iff] at hE
      have h0 : density φ p = 0 := by simp [density, gamma]
      exact (hn p).ne' h0
    obtain ⟨k⟩ := hne
    refine ⟨k, fun j => ?_⟩
    by_contra hjk
    have h1 := key j j
    have h2 := key k k
    have h3 := key j k
    rw [if_pos rfl] at h1 h2
    rw [if_neg hjk] at h3
    have h4 : (1 : ℂ) = 0 := by
      linear_combination h1 + (conj (φ j p) * φ j p * S) * h2
        - (conj (φ k p) * φ j p * S) * h3
    exact one_ne_zero h4
  · rintro ⟨k₀, hk₀⟩ r s
    have hne : φ k₀ s ≠ 0 := by
      intro h0
      have hz : gamma φ s s = 0 :=
        Finset.sum_eq_zero fun k _ => by rw [hk₀ k, h0, zero_mul]
      have hd : density φ s = 0 := by simp [density, hz]
      exact (hn s).ne' hd
    refine (pgg_eq_iff_proportional (hn r) (hn s) (hw r s)).mpr
      ⟨φ k₀ r / φ k₀ s, fun k => ?_⟩
    rw [hk₀ k, div_mul_cancel₀ _ hne]

end

end PGGKernelBounds
```

```lean
#print axioms PGGKernelBounds.pgg_bounds_and_rank_one
-- 'PGGKernelBounds.pgg_bounds_and_rank_one' depends on axioms: [propext, Classical.choice, Quot.sound]
#print axioms PGGKernelBounds.pgg_eq_iff_one_orbital
-- 'PGGKernelBounds.pgg_eq_iff_one_orbital' depends on axioms: [propext, Classical.choice, Quot.sound]
```
